# Quadratic energy error of a downfolded trial vector with exact active amplitudes

In some muffin-tin calculations, a few orbitals are kept as active and the rest are folded into them. The exact folding depends on the energy $E$ of the state sought. A simple way to get a fixed set of orbitals is to fold at one chosen energy $e$ instead. How much does the mismatch cost in the energy of the state?

The model here is a finite, orthonormal one-electron basis. In it, if the passive block is Hermitian and both energies are real and outside its spectrum, a state with the exact active amplitudes and a passive part folded at $e$ has an energy error of order $(E-e)^2$. How to find those active amplitudes from a reduced eigenvalue problem is a separate question.

```lean
import Mathlib

open Matrix

noncomputable section

namespace DownfoldedOrbitals
```

## Active and passive blocks

Let the active orbitals be indexed by `m` and the passive ones by `n`. The Hamiltonian is

$$H=\begin{pmatrix}A&B\\B^\dagger&D\end{pmatrix}.$$

The two off-diagonal blocks are adjoints of each other, but the definition does not require $A$ or $D$ to be Hermitian. Hermiticity will be assumed for $D$ only, so an ordinary Hermitian $H$ is a special case.

```lean
/-- The Hamiltonian with active block `A`, passive block `D` and coupling `B`. -/
def hamiltonian {m n : Type*} (A : Matrix m m ℂ) (B : Matrix m n ℂ) (D : Matrix n n ℂ) :
    Matrix (m ⊕ n) (m ⊕ n) ℂ :=
  fromBlocks A B Bᴴ D
```

The squared norm is $\|x\|^2=\sum_i|x_i|^2$.

```lean
/-- The squared norm of a state vector. -/
def normSquared {ι : Type*} [Fintype ι] (x : ι → ℂ) : ℝ := ∑ i, ‖x i‖ ^ 2
```

The energy of an unnormalised state $x\neq0$ is $\langle x,Hx\rangle/\|x\|^2$. The inner product, conjugate-linear in its first argument, is written `star x ⬝ᵥ y`. The quotient is complex-valued because $H$ need not be Hermitian.

```lean
/-- The Rayleigh quotient `⟨x, H x⟩ / ‖x‖²` of a nonzero vector `x`. -/
def rayleigh {ι : Type*} [Fintype ι] (H : Matrix ι ι ℂ) (x : ι → ℂ) : ℂ :=
  (star x ⬝ᵥ (H *ᵥ x)) / (normSquared x : ℂ)
```

The passive orbitals will be eliminated with their resolvent, $G(z)=(z-D)^{-1}$, for $z$ outside the spectrum of $D$.

```lean
variable {m n : Type*} [Fintype m] [Fintype n] [DecidableEq n]

/-- The resolvent `(z - D)⁻¹` of the passive block, for `z` outside the spectrum of `D`. -/
def greens (D : Matrix n n ℂ) (z : ℂ) : Matrix n n ℂ := (z • (1 : Matrix n n ℂ) - D)⁻¹
```

Given active amplitudes $c$, folding at energy $e$ supplies the passive ones: $t=(c,\,G(e)B^\dagger c)$. In Lean, `Sum.elim c d` stacks an active vector $c$ on a passive vector $d$.

```lean
/-- The downfolded trial vector `(c, (e - D)⁻¹ B† c)`, for `e` outside the spectrum of `D`. -/
def trial (B : Matrix m n ℂ) (D : Matrix n n ℂ) (e : ℂ) (c : m → ℂ) : m ⊕ n → ℂ :=
  Sum.elim c (greens D e *ᵥ (Bᴴ *ᵥ c))
```

The error will be expressed through the passive vector $y=G(e)G(E)B^\dagger c$.

```lean
/-- The vector `y = (e - D)⁻¹ (E - D)⁻¹ B† c`, for `e` and `E` outside the spectrum of `D`. -/
def errorVector (B : Matrix m n ℂ) (D : Matrix n n ℂ) (e E : ℂ) (c : m → ℂ) : n → ℂ :=
  greens D e *ᵥ (greens D E *ᵥ (Bᴴ *ᵥ c))
```

## Eliminating the passive amplitudes

Block multiplication gives $H(c,d)=(Ac+Bd,\;B^\dagger c+Dd)$.

```lean
omit [DecidableEq n] in
/-- The Hamiltonian acts on active and passive amplitudes block by block. -/
theorem hamiltonian_elim (A : Matrix m m ℂ) (B : Matrix m n ℂ) (D : Matrix n n ℂ)
    (c : m → ℂ) (d : n → ℂ) :
    hamiltonian A B D *ᵥ Sum.elim c d = Sum.elim (A *ᵥ c + B *ᵥ d) (Bᴴ *ᵥ c + D *ᵥ d) := by
  simp [hamiltonian, fromBlocks_mulVec]
```

Inner products split in the same way: $\langle(c,d),(u,v)\rangle=\langle c,u\rangle+\langle d,v\rangle$.

```lean
omit [DecidableEq n] in
private theorem dot_elim (c u : m → ℂ) (d v : n → ℂ) :
    star (Sum.elim c d) ⬝ᵥ Sum.elim u v = star c ⬝ᵥ u + star d ⬝ᵥ v := by
  simp [dotProduct, Fintype.sum_sum_type]
```

Also $\langle x,x\rangle=\|x\|^2$, since $\bar x_i x_i=|x_i|^2$ for each component.

```lean
private theorem star_dot_self {ι : Type*} [Fintype ι] (x : ι → ℂ) :
    star x ⬝ᵥ x = (normSquared x : ℂ) := by
  rw [dotProduct, normSquared, Complex.ofReal_sum]
  refine Finset.sum_congr rfl fun i _ => ?_
  rw [Complex.ofReal_pow]
  exact Complex.conj_mul' (x i)
```

If $z$ is not in the spectrum of $D$, then $z-D$ is invertible. Multiplying by the inverse in one direction and by $z-D$ in the other gives

$$(z-D)x=v\iff x=G(z)v.$$

The proof turns the spectral hypothesis into an invertible determinant, then uses the left and right inverse laws.

```lean
/-- For `z` outside the spectrum of `D`, the equation `(z - D) x = v` has exactly the solution
`x = (z - D)⁻¹ v`. -/
theorem greens_solve {D : Matrix n n ℂ} {z : ℂ} (hz : z ∉ spectrum ℂ D) {x v : n → ℂ} :
    z • x - D *ᵥ x = v ↔ x = greens D z *ᵥ v := by
  have hu : IsUnit (z • (1 : Matrix n n ℂ) - D).det := by
    rw [← Matrix.isUnit_iff_isUnit_det, ← Algebra.algebraMap_eq_smul_one]
    exact spectrum.notMem_iff.mp hz
  constructor
  · intro h
    have h' : (z • (1 : Matrix n n ℂ) - D) *ᵥ x = v := by
      rw [sub_mulVec, smul_mulVec, one_mulVec, h]
    rw [← h', greens, mulVec_mulVec, nonsing_inv_mul _ hu, one_mulVec]
  · rintro rfl
    have h' : (z • (1 : Matrix n n ℂ) - D) *ᵥ (greens D z *ᵥ v) = v := by
      rw [greens, mulVec_mulVec, mul_nonsing_inv _ hu, one_mulVec]
    rwa [sub_mulVec, smul_mulVec, one_mulVec] at h'
```

The equation $H(c,d)=z(c,d)$ has two rows, $Ac+Bd=zc$ and $B^\dagger c+Dd=zd$. The second is $(z-D)d=B^\dagger c$, so by the previous step $d=G(z)B^\dagger c$. The eigenvalue equation is therefore equivalent to this formula for $d$ together with the active row.

```lean
/-- Downfolding: for `z` outside the spectrum of `D`, the vector `(c, d)` solves `H ψ = z ψ`
exactly when `d = (z - D)⁻¹ B† c` and the active equation `A c + B d = z c` holds. -/
theorem downfolding {A : Matrix m m ℂ} {B : Matrix m n ℂ} {D : Matrix n n ℂ} {z : ℂ}
    (hz : z ∉ spectrum ℂ D) {c : m → ℂ} {d : n → ℂ} :
    hamiltonian A B D *ᵥ Sum.elim c d = z • Sum.elim c d ↔
      d = greens D z *ᵥ (Bᴴ *ᵥ c) ∧ A *ᵥ c + B *ᵥ d = z • c := by
  rw [← greens_solve hz, hamiltonian_elim]
  constructor
  · intro h
    exact ⟨sub_eq_iff_eq_add.mpr (funext fun i => (congrFun h (Sum.inr i)).symm),
      funext fun i => congrFun h (Sum.inl i)⟩
  · rintro ⟨h2, h1⟩
    funext i
    cases i with
    | inl i => exact congrFun h1 i
    | inr i => exact (congrFun (sub_eq_iff_eq_add.mp h2) i).symm
```

## Cancellation of the first-order term

Let $(c,d)$ solve the eigenvalue equation at real $E$, let $e$ be real, and put $\kappa=E-e$. Then $d=G(E)B^\dagger c$ and $y=G(e)d$, so $(e-D)y=d$. Hence

$$(e-D)(d+\kappa y)=(e-D)d+\kappa d=(E-D)d=B^\dagger c,$$

which shows that $t=(c,\,d+\kappa y)$. Since $(H-E)(c,d)=0$, the residual is first order in $\kappa$:

$$(H-E)t=\kappa\,\bigl(By,\,(D-E)y\bigr).$$

Taking the inner product with $t$, and using that $\kappa$ is real,

$$\langle t,(H-E)t\rangle=\kappa\bigl[\langle c,By\rangle+\langle d,(D-E)y\rangle\bigr]+\kappa^2\langle y,(D-E)y\rangle.$$

Because $D$ is Hermitian and $E$ is real,

$$\langle c,By\rangle=\langle B^\dagger c,y\rangle=\langle(E-D)d,y\rangle=\langle d,(E-D)y\rangle,$$

so the bracket vanishes. In the code, `hf` and `ht` identify the trial vector, `h1` and `h2` give the two components of the residual, and `h3` is the last identity, which the closing `linear_combination` multiplies by $\kappa$.

```lean
variable {A : Matrix m m ℂ} {B : Matrix m n ℂ} {D : Matrix n n ℂ} {E e : ℝ}
  {c : m → ℂ} {d : n → ℂ}

/-- Let `D` be Hermitian, `E` and `e` real and outside its spectrum, and `H (c, d) = E (c, d)`.
Then the trial vector `t` built at `e` satisfies `⟨t, (H - E) t⟩ = (E - e)² ⟨y, (D - E) y⟩`. -/
theorem energy_defect (hD : D.IsHermitian) (hE : (E : ℂ) ∉ spectrum ℂ D)
    (he : (e : ℂ) ∉ spectrum ℂ D)
    (h : hamiltonian A B D *ᵥ Sum.elim c d = (E : ℂ) • Sum.elim c d) :
    star (trial B D e c) ⬝ᵥ (hamiltonian A B D *ᵥ trial B D e c)
        - E * (star (trial B D e c) ⬝ᵥ trial B D e c)
      = ((E : ℂ) - e) ^ 2 * (star (errorVector B D e E c) ⬝ᵥ
          ((D - (E : ℂ) • (1 : Matrix n n ℂ)) *ᵥ errorVector B D e E c)) := by
  obtain ⟨hd, hA⟩ := (downfolding hE).mp h
  have hb : (E : ℂ) • d - D *ᵥ d = Bᴴ *ᵥ c := (greens_solve hE).mpr hd
  obtain ⟨y, hydef⟩ : ∃ y, y = errorVector B D e E c := ⟨_, rfl⟩
  have hy : (e : ℂ) • y - D *ᵥ y = d :=
    (greens_solve he).mpr (by rw [hydef, errorVector, hd])
  -- the trial vector differs from the eigenvector by `(E - e) y` in the passive part
  have hf : d + ((E : ℂ) - e) • y = greens D e *ᵥ (Bᴴ *ᵥ c) := by
    apply (greens_solve he).mp
    rw [mulVec_add, mulVec_smul, ← hb]
    linear_combination (norm := module) ((E : ℂ) - e) • hy
  have ht : trial B D e c = Sum.elim c (d + ((E : ℂ) - e) • y) := by rw [trial, hf]
  -- both components of `H t`, written as `E t` plus a residual
  have h1 : A *ᵥ c + B *ᵥ (d + ((E : ℂ) - e) • y)
      = (E : ℂ) • c + ((E : ℂ) - e) • (B *ᵥ y) := by
    rw [mulVec_add, mulVec_smul, ← add_assoc, hA]
  have h2 : Bᴴ *ᵥ c + D *ᵥ (d + ((E : ℂ) - e) • y)
      = (E : ℂ) • (d + ((E : ℂ) - e) • y) + ((E : ℂ) - e) • (D *ᵥ y - (E : ℂ) • y) := by
    rw [mulVec_add, mulVec_smul, ← hb]
    module
  have hs : star (E : ℂ) = E := Complex.conj_ofReal E
  have hs' : star (e : ℂ) = e := Complex.conj_ofReal e
  have hk : star ((E : ℂ) - e) = (E : ℂ) - e := by rw [star_sub, hs, hs']
  -- Hermiticity of `D` cancels the first-order term
  have h3 : star c ⬝ᵥ (B *ᵥ y) = E * (star d ⬝ᵥ y) - star d ⬝ᵥ (D *ᵥ y) := by
    calc star c ⬝ᵥ (B *ᵥ y) = star (Bᴴ *ᵥ c) ⬝ᵥ y := by
          rw [star_mulVec, conjTranspose_conjTranspose, dotProduct_mulVec]
      _ = E * (star d ⬝ᵥ y) - star d ⬝ᵥ (D *ᵥ y) := by
          rw [← hb, star_sub, star_smul, hs, star_mulVec, hD.eq, sub_dotProduct,
            smul_dotProduct, ← dotProduct_mulVec, smul_eq_mul]
  have h4 : (D - (E : ℂ) • (1 : Matrix n n ℂ)) *ᵥ y = D *ᵥ y - (E : ℂ) • y := by
    rw [sub_mulVec, smul_mulVec, one_mulVec]
  rw [← hydef, ht, hamiltonian_elim, dot_elim, dot_elim, h1, h2, h4]
  simp only [star_add, star_smul, hk, add_dotProduct, smul_dotProduct, dotProduct_add,
    dotProduct_sub, dotProduct_smul, smul_eq_mul]
  linear_combination ((E : ℂ) - e) * h3
```

Hermiticity of $D$ matters here, and normality would not be enough. Take $A=-i$, $B=1$, $D=i$. Then $(1,i)$, or $(1,i)/\sqrt2$ when normalised, is an eigenvector at $E=0$. The trial vector $(1,1/(e-i))$ has Rayleigh quotient

$$\frac{2e-ie^2}{e^2+2},$$

whose leading term is $e$: the error is now first order. This example is worked out in the text alone.

## From the defect to the energy

To divide by $\|t\|^2$ we need $t\neq0$. If $c$ were zero, then $d=G(E)B^\dagger c$ would be zero too, contradicting $(c,d)\neq0$. So some $c_i\neq0$, and $\|t\|^2\ge|c_i|^2>0$.

```lean
/-- If `E` is outside the spectrum of `D` and `(c, d)` is an eigenvector of `H` at `E`, the trial
vector built from `c` has positive norm. -/
theorem trial_norm_pos (hE : (E : ℂ) ∉ spectrum ℂ D) (hψ : Sum.elim c d ≠ 0)
    (h : hamiltonian A B D *ᵥ Sum.elim c d = (E : ℂ) • Sum.elim c d) :
    0 < normSquared (trial B D e c) := by
  have hd := ((downfolding hE).mp h).1
  have hc : c ≠ 0 := by
    intro h0
    apply hψ
    rw [hd, h0]
    ext i
    cases i <;> simp
  obtain ⟨i, hi⟩ := Function.ne_iff.mp hc
  have hpos : 0 < ‖c i‖ := norm_pos_iff.mpr hi
  unfold normSquared
  exact Finset.sum_pos' (fun j _ => by positivity)
    ⟨Sum.inl i, Finset.mem_univ _, pow_pos hpos 2⟩
```

Division now gives the energy error:

$$\frac{\langle t,Ht\rangle}{\|t\|^2}-E=\frac{(E-e)^2\,\langle y,(D-E)y\rangle}{\|t\|^2}.$$

The hypotheses of the theorem are that $D$ is Hermitian (`hD`), that the real numbers $E$ and $e$ lie outside its spectrum (`hE`, `he`), and that $(c,d)$ is a nonzero solution of the eigenvalue equation (`hψ`, `h`). The vector $y$ depends on $e$ as well, but it stays bounded as $e\to E$, so the error is at least second order.

```lean
/-- Let `D` be Hermitian, `E` and `e` real and outside its spectrum, and `(c, d)` an eigenvector
of `H` at `E`. The Rayleigh quotient of the trial vector built at `e` differs from `E` by
`(E - e)² ⟨y, (D - E) y⟩ / ‖trial‖²`. -/
theorem rayleigh_trial_sub (hD : D.IsHermitian) (hE : (E : ℂ) ∉ spectrum ℂ D)
    (he : (e : ℂ) ∉ spectrum ℂ D) (hψ : Sum.elim c d ≠ 0)
    (h : hamiltonian A B D *ᵥ Sum.elim c d = (E : ℂ) • Sum.elim c d) :
    rayleigh (hamiltonian A B D) (trial B D e c) - E
      = ((E : ℂ) - e) ^ 2 * (star (errorVector B D e E c) ⬝ᵥ
          ((D - (E : ℂ) • (1 : Matrix n n ℂ)) *ᵥ errorVector B D e E c))
        / (normSquared (trial B D e c) : ℂ) := by
  have hn : (normSquared (trial B D e c) : ℂ) ≠ 0 :=
    Complex.ofReal_ne_zero.mpr (trial_norm_pos hE hψ h).ne'
  have key := energy_defect hD hE he h
  rw [star_dot_self (trial B D e c)] at key
  rw [rayleigh, ← key, sub_div, mul_div_cancel_right₀ _ hn]
```

## When the trial energy is an upper bound

If $\langle x,(D-E)x\rangle\ge0$ for every passive $x$, the right-hand side is nonnegative and the trial energy lies at or above $E$. Physically, the passive levels lie above the state in question. That state need not be the ground state of $H$. The proof takes real parts of the previous identity and checks the sign of each factor.

```lean
/-- Let `D` be Hermitian, `E` and `e` real and outside its spectrum, and `(c, d)` an eigenvector of
`H` at `E`. If `Re ⟨x, (D - E) x⟩ ≥ 0` for all passive `x`, then the real part of the Rayleigh
quotient of the trial vector built at `e` is at least `E`. -/
theorem trial_energy_upper_bound (hD : D.IsHermitian) (hE : (E : ℂ) ∉ spectrum ℂ D)
    (he : (e : ℂ) ∉ spectrum ℂ D) (hψ : Sum.elim c d ≠ 0)
    (h : hamiltonian A B D *ᵥ Sum.elim c d = (E : ℂ) • Sum.elim c d)
    (hpos : ∀ x : n → ℂ, 0 ≤ (star x ⬝ᵥ ((D - (E : ℂ) • (1 : Matrix n n ℂ)) *ᵥ x)).re) :
    E ≤ (rayleigh (hamiltonian A B D) (trial B D e c)).re := by
  have key := rayleigh_trial_sub hD hE he hψ h
  have hN := trial_norm_pos (e := e) hE hψ h
  have hq := hpos (errorVector B D e E c)
  generalize star (errorVector B D e E c) ⬝ᵥ
    ((D - (E : ℂ) • (1 : Matrix n n ℂ)) *ᵥ errorVector B D e E c) = q at key hq
  generalize normSquared (trial B D e c) = N at key hN
  have hr : ((E : ℂ) - e) ^ 2 * q / (N : ℂ) = (((E - e) ^ 2 / N : ℝ) : ℂ) * q := by
    push_cast
    ring
  rw [hr] at key
  have hre := congrArg Complex.re key
  rw [Complex.sub_re, Complex.ofReal_re, Complex.re_ofReal_mul] at hre
  have : 0 ≤ (E - e) ^ 2 / N * q.re := by positivity
  linarith
```

## A two-level state with a negative error

Take $A=-3$, $B=2$, $D=0$. The vector $(1,2)$, normalised to $(1,2)/\sqrt5$, is an eigenvector at $E=1$. For real $e\neq0$ the trial vector is $t=(1,2/e)$, with

$$\|t\|^2=\frac{e^2+4}{e^2},\qquad\langle t,Ht\rangle=\frac{-3e^2+8e}{e^2}.$$

Their quotient minus $1$ is

$$\frac{-3e^2+8e}{e^2+4}-1=-\frac{4(e-1)^2}{e^2+4}.$$

The second order is attained, and the trial energy falls below $E$ whenever $e\neq1$. Here the passive level lies below the state, so the condition for the upper bound fails. The proof computes the resolvent, the trial vector, its norm (`hN`) and its energy expectation (`hH`) directly, without the general formula.

```lean
/-- The two-level Hamiltonian with `A = -3`, `B = 2`, `D = 0` has the eigenvector `(1, 2)` at
`E = 1`, and for real `e ≠ 0` the trial energy minus `1` is `-4 (e - 1)² / (e² + 4)`. -/
theorem two_level_witness (e : ℝ) (he : e ≠ 0) :
    hamiltonian !![(-3 : ℂ)] !![(2 : ℂ)] (0 : Matrix (Fin 1) (Fin 1) ℂ) *ᵥ
        Sum.elim ![(1 : ℂ)] ![(2 : ℂ)] = (1 : ℂ) • Sum.elim ![(1 : ℂ)] ![(2 : ℂ)] ∧
    rayleigh (hamiltonian !![(-3 : ℂ)] !![(2 : ℂ)] (0 : Matrix (Fin 1) (Fin 1) ℂ))
        (trial !![(2 : ℂ)] (0 : Matrix (Fin 1) (Fin 1) ℂ) e ![(1 : ℂ)]) - 1
      = -(4 * ((e : ℂ) - 1) ^ 2 / ((e : ℂ) ^ 2 + 4)) := by
  have he' : (e : ℂ) ≠ 0 := Complex.ofReal_ne_zero.mpr he
  have hn : (e : ℂ) ^ 2 + 4 ≠ 0 := by
    have h0 : e ^ 2 + 4 ≠ 0 := by positivity
    exact_mod_cast h0
  constructor
  · rw [hamiltonian_elim]
    ext i
    rcases i with i | i <;> fin_cases i <;> simp [Matrix.mulVec, dotProduct]
    norm_num
  · have hG : greens (0 : Matrix (Fin 1) (Fin 1) ℂ) e = !![(e : ℂ)⁻¹] := by
      apply Matrix.inv_eq_right_inv
      ext i j
      fin_cases i
      fin_cases j
      simp [Matrix.mul_apply, he']
    have ht : trial !![(2 : ℂ)] (0 : Matrix (Fin 1) (Fin 1) ℂ) e ![(1 : ℂ)]
        = Sum.elim ![(1 : ℂ)] ![(e : ℂ)⁻¹ * 2] := by
      rw [trial, hG]
      congr 1
      ext i
      fin_cases i
      simp [Matrix.mulVec, dotProduct]
    -- squared norm and energy expectation of the trial vector
    have hN : (normSquared (Sum.elim ![(1 : ℂ)] ![(e : ℂ)⁻¹ * 2]) : ℂ)
        = ((e : ℂ) ^ 2 + 4) / (e : ℂ) ^ 2 := by
      rw [← star_dot_self, dot_elim]
      simp [dotProduct]
      field_simp
      ring
    have hH : star (Sum.elim ![(1 : ℂ)] ![(e : ℂ)⁻¹ * 2]) ⬝ᵥ
        (hamiltonian !![(-3 : ℂ)] !![(2 : ℂ)] (0 : Matrix (Fin 1) (Fin 1) ℂ) *ᵥ
          Sum.elim ![(1 : ℂ)] ![(e : ℂ)⁻¹ * 2])
        = (-3 * (e : ℂ) ^ 2 + 8 * e) / (e : ℂ) ^ 2 := by
      rw [hamiltonian_elim, dot_elim]
      simp [Matrix.mulVec, dotProduct]
      field_simp
      ring
    rw [rayleigh, ht, hH, hN]
    field_simp
    ring

end DownfoldedOrbitals
```

```lean
#print axioms DownfoldedOrbitals.trial_energy_upper_bound
```

```
'DownfoldedOrbitals.trial_energy_upper_bound' depends on axioms: [propext, Classical.choice, Quot.sound]
```
